# Non-reciprocal transmission between two leads of a three-site, three-lead ring

The theorem `ring_not_reciprocal` gives a finite, non-interacting example in which transmission between two leads depends on the order of the leads. Three sites form a ring with imaginary hopping `±i`, and each site has its own lead with self-energy `-i`. The theorem states that the Hamiltonian is Hermitian, that the explicit matrix `ringG` is the Green's function at `E = 0`, and that the transmissions `T_pq = Tr (Γ_p G Γ_q Gᴴ)` take the values `T_01 = 1` and `T_10 = 0`. The proof treats the four claims separately, checking the first two entry by entry and the transmissions by writing out the trace and the matrix products.

The first attempt, which Lean rejects:

```lean
import Mathlib

open Matrix

namespace TransportReciprocity

noncomputable section

variable {n ι : Type*} [Fintype n] [DecidableEq n] [Fintype ι]

/-- The broadening matrix `Γ = i (Σ - Σᴴ)` of a lead with self-energy `Σ`. -/
def broadening (S : Matrix n n ℂ) : Matrix n n ℂ := Complex.I • (S - Sᴴ)

/-- The matrix `E - H - ∑ Σ_p` of a device coupled to its leads. -/
def openMatrix (E : ℂ) (H : Matrix n n ℂ) (S : ι → Matrix n n ℂ) : Matrix n n ℂ :=
  E • (1 : Matrix n n ℂ) - H - ∑ p, S p

/-- `G` is the Green's function of the device: the inverse of `E - H - ∑ Σ_p`. -/
def IsGreen (E : ℂ) (H : Matrix n n ℂ) (S : ι → Matrix n n ℂ) (G : Matrix n n ℂ) : Prop :=
  openMatrix E H S * G = 1

/-- The transmission `T_pq = Tr (Γ_p G Γ_q Gᴴ)` between leads `p` and `q`. -/
def transmission (S : ι → Matrix n n ℂ) (G : Matrix n n ℂ) (p q : ι) : ℂ :=
  trace (broadening (S p) * G * broadening (S q) * Gᴴ)

open Complex in
/-- A three-site ring with imaginary hopping. -/
def ringH : Matrix (Fin 3) (Fin 3) ℂ := !![0, I, -I; -I, 0, I; I, -I, 0]

open Complex in
/-- One lead on each site of the ring. -/
def ringLeads : Fin 3 → Matrix (Fin 3) (Fin 3) ℂ :=
  ![!![-I, 0, 0; 0, 0, 0; 0, 0, 0], !![0, 0, 0; 0, -I, 0; 0, 0, 0],
    !![0, 0, 0; 0, 0, 0; 0, 0, -I]]

open Complex in
/-- A matrix on the ring with entries `-i/2` on the diagonal and along one direction. -/
def ringG : Matrix (Fin 3) (Fin 3) ℂ :=
  !![-(I / 2), -(I / 2), 0; 0, -(I / 2), -(I / 2); -(I / 2), 0, -(I / 2)]

/-- Three leads can break reciprocity: the ring has a Hermitian Hamiltonian and, at `E = 0`,
`T_01 = 1` while `T_10 = 0`. -/
theorem ring_not_reciprocal :
    ringH.IsHermitian ∧ IsGreen 0 ringH ringLeads ringG ∧
    transmission ringLeads ringG 0 1 = 1 ∧ transmission ringLeads ringG 1 0 = 0 := by
  refine ⟨?_, ?_, ?_, ?_⟩
  · ext i j
    fin_cases i <;> fin_cases j <;> simp [ringH]
  · unfold IsGreen
    ext i j
    fin_cases i <;> fin_cases j <;>
      simp [openMatrix, ringH, ringLeads, ringG, Matrix.mul_apply, Fin.sum_univ_three,
        Complex.ext_iff] <;> norm_num
  · simp [transmission, broadening, ringLeads, ringG, Matrix.trace_fin_three,
      Matrix.mul_apply, Fin.sum_univ_three, Complex.ext_iff]
    norm_num
  · simp [transmission, broadening, ringLeads, ringG, Matrix.trace_fin_three,
      Matrix.mul_apply, Fin.sum_univ_three]

end

end TransportReciprocity
```

Messages:

```
Main.lean:54:2: error: unsolved goals
case refine_3
⊢ -(2 * (-Complex.I / (starRingEnd ℂ) 2).im) = 1 ∧ (-Complex.I / (starRingEnd ℂ) 2).re = 0
```

As a diff, the version that Lean accepts:

```diff
@@ -54,5 +54,5 @@
   · simp [transmission, broadening, ringLeads, ringG, Matrix.trace_fin_three,
       Matrix.mul_apply, Fin.sum_univ_three, Complex.ext_iff]
-    norm_num
+    norm_num [Complex.div_re, Complex.div_im, Complex.normSq_apply]
   · simp [transmission, broadening, ringLeads, ringG, Matrix.trace_fin_three,
       Matrix.mul_apply, Fin.sum_univ_three]
```

Cause. The error is in the third part, `T_01 = 1`. There `Complex.ext_iff` has turned an equation between complex numbers into one for the real parts and one for the imaginary parts. What remains after `norm_num` is true, but it asks for the real and imaginary parts of the quotient `-Complex.I / (starRingEnd ℂ) 2`, where `starRingEnd ℂ` is complex conjugation. The calls to `simp` and `norm_num` left both the conjugate of 2 and the parts of the quotient unevaluated, so the arithmetic could not finish.

The repair gives `norm_num` three more lemmas. `Complex.div_re` and `Complex.div_im` express the parts of a quotient through the parts of its numerator and denominator and the squared norm of the denominator, and `Complex.normSq_apply` writes that squared norm out in real and imaginary parts. Conjugation then matters only through the parts of 2, which are 2 and 0. The quotient has real part 0 and imaginary part -1/2, so both remaining equations hold.
